# No potential of a dipole layer on an infinite grid line vanishes on both sides

In a real-space electronic-structure calculation for a slab, one way to set the boundary conditions of the Poisson equation is to prescribe the potential far out in the vacuum on each side. The problems below find which pairs of values are compatible with the charges, for fixed charges on finitely many planes of an infinite one-dimensional grid. The reduction of a real slab to this model is assumed here: its density is averaged over each plane, its tails are cut off, and the second derivative is replaced by a three-point difference.

```lean
import Mathlib

open Filter Topology

namespace PlanarPoisson

noncomputable section
```

Let $u_n$ be the potential and $\rho_n$ the charge on plane $n$. The grid spacing $h$ and the constant $\varepsilon_0$ are absorbed into the charge, $\rho_n=h\sigma_n/\varepsilon_0$, where $\sigma_n$ is the charge per area. The Poisson equation is then
$$2u_n-u_{n-1}-u_{n+1}=\rho_n\quad\text{for all } n\in\mathbb Z .$$
In Lean, `ρ : ℤ →₀ ℝ` is nonzero on finitely many planes only, its `support`, while `u : ℤ → ℝ` is arbitrary.

```lean
/-- The discrete Poisson equation on a line of grid planes: the potential `u` is generated by
the sheet charges `ρ`. -/
def Solves (ρ : ℤ →₀ ℝ) (u : ℤ → ℝ) : Prop :=
  ∀ n, 2 * u n - u (n - 1) - u (n + 1) = ρ n
```

The total charge is $Q=\sum_m\rho_m$.

```lean
/-- The total charge of the layer system. -/
def charge (ρ : ℤ →₀ ℝ) : ℝ := ρ.sum fun _ q => q
```

The dipole moment about plane $0$ is $P=\sum_m m\rho_m$.

```lean
/-- The dipole moment of the layer system about the plane `0`. -/
def dipoleMoment (ρ : ℤ →₀ ℝ) : ℝ := ρ.sum fun m q => (m : ℝ) * q
```

The superposed potential of the sheets, `layerPotential`, is written $\varphi_n=-\tfrac12\sum_m|n-m|\rho_m$.

```lean
/-- The superposition of the potentials `-|n - m| / 2` of unit sheets, weighted by the charges. -/
def layerPotential (ρ : ℤ →₀ ℝ) (n : ℤ) : ℝ :=
  -(1 / 2) * ∑ m ∈ ρ.support, |(n : ℝ) - m| * ρ m
```

### (a) Second difference of the distance

Show that for every integer $k$
$$2|k|-|k-1|-|k+1|=\begin{cases}-2,&k=0\\0,&k\neq0.\end{cases}$$

**Solution.** For $k\ge1$ no argument is negative, and $2k-(k-1)-(k+1)=0$. For $k\le-1$ none is positive, and $-2k+(k-1)+(k+1)=0$. For $k=0$ the value is $0-1-1=-2$. The Lean proof splits into the same cases with `lt_trichotomy`.

```lean
/-- The negative second difference of the distance `|k|` is a point source of strength `-2`
at the origin. -/
theorem second_difference_abs (k : ℤ) :
    2 * |(k : ℝ)| - |(k : ℝ) - 1| - |(k : ℝ) + 1| = if k = 0 then -2 else 0 := by
  rcases lt_trichotomy k 0 with h | h | h
  · have h' : (k : ℝ) ≤ -1 := by exact_mod_cast (by omega : k ≤ -1)
    rw [if_neg h.ne, abs_of_nonpos (by linarith : (k : ℝ) ≤ 0),
      abs_of_nonpos (by linarith : (k : ℝ) - 1 ≤ 0),
      abs_of_nonpos (by linarith : (k : ℝ) + 1 ≤ 0)]
    ring
  · subst h
    norm_num
  · have h' : (1 : ℝ) ≤ k := by exact_mod_cast (by omega : 1 ≤ k)
    rw [if_neg h.ne', abs_of_nonneg (by linarith : (0 : ℝ) ≤ k),
      abs_of_nonneg (by linarith : (0 : ℝ) ≤ (k : ℝ) - 1),
      abs_of_nonneg (by linarith : (0 : ℝ) ≤ (k : ℝ) + 1)]
    ring
```

### (b) A particular solution

Show that $2\varphi_n-\varphi_{n-1}-\varphi_{n+1}=\rho_n$.

**Solution.** Put $k=n-m$ in (a), multiply by $\rho_m$ and sum over $m$. Only $m=n$ survives:
$$\sum_m\bigl(2|n-m|-|n-1-m|-|n+1-m|\bigr)\rho_m=-2\rho_n .$$
Multiplying by $-\tfrac12$ gives the claim. In Lean, `h` is the identity for one sheet and `Finset.sum_ite_eq` picks out the surviving term; a plane without charge is treated separately, since the sum runs over the support.

```lean
/-- The superposed sheet potential solves the discrete Poisson equation. -/
theorem layerPotential_solves (ρ : ℤ →₀ ℝ) : Solves ρ (layerPotential ρ) := by
  intro n
  have h : ∀ m ∈ ρ.support, 2 * (|(n : ℝ) - m| * ρ m) - |((n - 1 : ℤ) : ℝ) - m| * ρ m
      - |((n + 1 : ℤ) : ℝ) - m| * ρ m = if n = m then -2 * ρ m else 0 := by
    intro m _
    have hk := second_difference_abs (n - m)
    simp only [Int.cast_sub] at hk
    simp only [Int.cast_sub, Int.cast_add, Int.cast_one]
    rw [show (n : ℝ) - 1 - m = n - m - 1 by ring, show (n : ℝ) + 1 - m = n - m + 1 by ring]
    by_cases hnm : n = m
    · rw [if_pos (sub_eq_zero.2 hnm)] at hk
      rw [if_pos hnm]
      linear_combination ρ m * hk
    · rw [if_neg (sub_ne_zero.2 hnm)] at hk
      rw [if_neg hnm]
      linear_combination ρ m * hk
  -- summing over the sheets leaves only the charge on plane `n`
  have hs := Finset.sum_congr rfl h
  simp only [Finset.sum_sub_distrib, ← Finset.mul_sum, Finset.sum_ite_eq] at hs
  have hρ : (if n ∈ ρ.support then -2 * ρ n else 0) = -2 * ρ n := by
    split_ifs with hn
    · rfl
    · simp [Finsupp.notMem_support_iff.1 hn]
  rw [hρ] at hs
  unfold layerPotential
  linear_combination (-1 / 2) * hs
```

### (c) All solutions

Show that every solution has the form $u_n=\varphi_n+a+bn$ with real constants $a,b$.

**Solution.** The difference $w_n=u_n-\varphi_n$ satisfies $2w_n-w_{n-1}-w_{n+1}=0$. Let $s=w_1-w_0$ and suppose that $w_n=w_0+ns$ and $w_{n+1}=w_0+(n+1)s$, which is true for $n=0$. Then
$$w_{n+2}=2w_{n+1}-w_n=w_0+(n+2)s,\qquad w_{n-1}=2w_n-w_{n+1}=w_0+(n-1)s .$$
The formula therefore spreads in both directions, and $a=w_0$, $b=s$. `Int.induction_on` carries the same pair of neighbouring values up and down.

```lean
/-- Every solution is the superposed sheet potential plus a constant and a uniform field. -/
theorem general_solution {ρ : ℤ →₀ ℝ} {u : ℤ → ℝ} (hu : Solves ρ u) :
    ∃ a b : ℝ, ∀ n : ℤ, u n = layerPotential ρ n + a + b * n := by
  obtain ⟨w, hw⟩ : ∃ w : ℤ → ℝ, ∀ n, w n = u n - layerPotential ρ n := ⟨_, fun _ => rfl⟩
  have h0 : ∀ n, 2 * w n - w (n - 1) - w (n + 1) = 0 := by
    intro n
    rw [hw, hw, hw]
    linear_combination hu n - layerPotential_solves ρ n
  -- a source-free potential is affine: two neighbouring values fix all others
  have key : ∀ n : ℤ, w n = w 0 + n * (w 1 - w 0) ∧
      w (n + 1) = w 0 + (n + 1) * (w 1 - w 0) := by
    intro n
    refine Int.induction_on n ?_ ?_ ?_
    · constructor <;> simp
    · rintro i ⟨h1, h2⟩
      have h := h0 (i + 1)
      rw [add_sub_cancel_right] at h
      push_cast at h1 h2 ⊢
      exact ⟨h2, by linear_combination 2 * h2 - h1 - h⟩
    · rintro i ⟨h1, h2⟩
      have h := h0 (-i)
      have e : -(i : ℤ) - 1 + 1 = -i := by ring
      rw [e]
      push_cast at h1 h2 ⊢
      exact ⟨by linear_combination 2 * h1 - h2 - h, by linear_combination h1⟩
  exact ⟨w 0, w 1 - w 0, fun n => by linear_combination (key n).1 - hw n⟩
```

### (d) To the right of the charges

If every charged plane $m$ has $m\le n$, show that $\varphi_n=(P-nQ)/2$.

**Solution.** Here $|n-m|=n-m$, so $\varphi_n=-\tfrac12\sum_m(n-m)\rho_m=-\tfrac12(nQ-P)$. The Lean proof removes the absolute value term by term and then splits the sum.

```lean
/-- On a plane with no charge to its right, the sheet potential is fixed by total charge and
dipole moment. -/
theorem layerPotential_right {ρ : ℤ →₀ ℝ} {n : ℤ} (h : ∀ m ∈ ρ.support, m ≤ n) :
    layerPotential ρ n = (dipoleMoment ρ - n * charge ρ) / 2 := by
  have hs : ∑ m ∈ ρ.support, |(n : ℝ) - m| * ρ m
      = n * ∑ m ∈ ρ.support, ρ m - ∑ m ∈ ρ.support, (m : ℝ) * ρ m := by
    rw [Finset.mul_sum, ← Finset.sum_sub_distrib]
    refine Finset.sum_congr rfl fun m hm => ?_
    have hmn : (m : ℝ) ≤ n := by exact_mod_cast h m hm
    rw [abs_of_nonneg (sub_nonneg.2 hmn)]
    ring
  simp only [layerPotential, charge, dipoleMoment, Finsupp.sum]
  linear_combination (-1 / 2) * hs
```

### (e) To the left of the charges

If every charged plane $m$ has $m\ge n$, show that $\varphi_n=(nQ-P)/2$.

**Solution.** Now $|n-m|=m-n$, so $\varphi_n=-\tfrac12\sum_m(m-n)\rho_m=-\tfrac12(P-nQ)$.

```lean
/-- On a plane `n` with no charge to its left, the sheet potential is half of `n` times the total
charge minus the dipole moment. -/
theorem layerPotential_left {ρ : ℤ →₀ ℝ} {n : ℤ} (h : ∀ m ∈ ρ.support, n ≤ m) :
    layerPotential ρ n = (n * charge ρ - dipoleMoment ρ) / 2 := by
  have hs : ∑ m ∈ ρ.support, |(n : ℝ) - m| * ρ m
      = ∑ m ∈ ρ.support, (m : ℝ) * ρ m - n * ∑ m ∈ ρ.support, ρ m := by
    rw [Finset.mul_sum, ← Finset.sum_sub_distrib]
    refine Finset.sum_congr rfl fun m hm => ?_
    have hmn : (n : ℝ) ≤ m := by exact_mod_cast h m hm
    rw [abs_of_nonpos (sub_nonpos.2 hmn)]
    ring
  simp only [layerPotential, charge, dipoleMoment, Finsupp.sum]
  linear_combination (-1 / 2) * hs
```

### (f) A bounded linear potential

If $|cn+d|\le C$ for all sufficiently large integers $n$, show that $c=0$.

**Solution.** Suppose $c\ne0$. Choose $n\ge0$ in the range where the bound holds and with $n>(C+|d|)/|c|$. Then $|c|n>C+|d|$, but also
$$|c|n=|cn|\le|cn+d|+|d|\le C+|d|,$$
a contradiction. "For all sufficiently large $n$" is `∀ᶠ n in atTop` in Lean; `atBot` is used for the far left.

```lean
/-- A linear potential that stays bounded far to the right has zero field. -/
theorem slope_eq_zero {c d C : ℝ} (h : ∀ᶠ n : ℤ in atTop, |c * n + d| ≤ C) : c = 0 := by
  by_contra hc
  have hc' : 0 < |c| := abs_pos.2 hc
  obtain ⟨k, hk⟩ := exists_nat_gt ((C + |d|) / |c|)
  obtain ⟨n, hn, hkn⟩ := (h.and (eventually_ge_atTop (k : ℤ))).exists
  have hkn' : (k : ℝ) ≤ n := by exact_mod_cast hkn
  rw [div_lt_iff₀ hc'] at hk
  have h1 : (k : ℝ) * |c| ≤ n * |c| := mul_le_mul_of_nonneg_right hkn' hc'.le
  have h2 : (n : ℝ) * |c| ≤ |c * n| := by
    rw [abs_mul, mul_comm]
    exact mul_le_mul_of_nonneg_left (le_abs_self _) hc'.le
  have h3 : |c * n| ≤ |c * n + d| + |d| := by
    have := abs_sub (c * n + d) d
    rwa [add_sub_cancel_right] at this
  linarith
```

### (g) The potential outside the charges

Let $u$ be a solution with $|u_n|\le C$ far out on both sides. Show that $Q=0$ and that, for some $a$,
$$u_n=a+\tfrac P2\ \text{ far to the right},\qquad u_n=a-\tfrac P2\ \text{ far to the left}.$$

**Solution.** By (c), (d) and (e),
$$u_n=\bigl(b-\tfrac Q2\bigr)n+a+\tfrac P2\ \text{(right)},\qquad u_n=\bigl(b+\tfrac Q2\bigr)n+a-\tfrac P2\ \text{(left)}.$$
By (f) the right slope vanishes, so $b=Q/2$. Replacing $n$ by $-n$ on the left and using (f) again gives $b=-Q/2$. Hence $Q=b=0$, and the constants remain. In the code, `eR` and `eL` are the two outer formulas, `sR` and `sL` the two vanishing slopes.

```lean
/-- If a solution is bounded far out on both sides, the total charge vanishes and the potential is
constant sufficiently far out on each side, with a step from left to right equal to the dipole
moment. -/
theorem outer_potential {ρ : ℤ →₀ ℝ} {u : ℤ → ℝ} {C : ℝ} (hu : Solves ρ u)
    (hR : ∀ᶠ n in atTop, |u n| ≤ C) (hL : ∀ᶠ n in atBot, |u n| ≤ C) :
    charge ρ = 0 ∧ ∃ a : ℝ, (∀ᶠ n in atTop, u n = a + dipoleMoment ρ / 2) ∧
      (∀ᶠ n in atBot, u n = a - dipoleMoment ρ / 2) := by
  obtain ⟨a, b, hab⟩ := general_solution hu
  have eR : ∀ᶠ n : ℤ in atTop,
      u n = (b - charge ρ / 2) * n + (a + dipoleMoment ρ / 2) := by
    filter_upwards [(eventually_all_finset ρ.support).2
      fun m _ => eventually_ge_atTop m] with n hn
    rw [hab, layerPotential_right hn]
    ring
  have eL : ∀ᶠ n : ℤ in atBot,
      u n = (b + charge ρ / 2) * n + (a - dipoleMoment ρ / 2) := by
    filter_upwards [(eventually_all_finset ρ.support).2
      fun m _ => eventually_le_atBot m] with n hn
    rw [hab, layerPotential_left hn]
    ring
  -- the field must vanish on both sides
  have sR : b - charge ρ / 2 = 0 := by
    refine slope_eq_zero (d := a + dipoleMoment ρ / 2) (C := C) ?_
    filter_upwards [eR, hR] with n h1 h2
    rwa [← h1]
  have sL : -(b + charge ρ / 2) = 0 := by
    refine slope_eq_zero (d := a - dipoleMoment ρ / 2) (C := C) ?_
    filter_upwards [tendsto_neg_atTop_atBot.eventually (eL.and hL)] with n hn
    have e : -(b + charge ρ / 2) * (n : ℝ) + (a - dipoleMoment ρ / 2) = u (-n) := by
      rw [hn.1]
      push_cast
      ring
    rw [e]
    exact hn.2
  have sL' : b + charge ρ / 2 = 0 := by linarith
  refine ⟨by linarith, a, ?_, ?_⟩
  · filter_upwards [eR] with n h
    rw [h, sR]
    ring
  · filter_upwards [eL] with n h
    rw [h, sL']
    ring
```

### (h) Bounded potentials

Show that a bounded solution exists if and only if $Q=0$.

**Solution.** A bounded solution forces $Q=0$ by (g). Conversely, if $Q=0$, subtracting $|n|\sum_m\rho_m=0$ gives
$$\varphi_n=-\tfrac12\sum_m\bigl(|n-m|-|n|\bigr)\rho_m,\qquad|\varphi_n|\le\tfrac12\sum_m|m||\rho_m|,$$
because $\bigl||n-m|-|n|\bigr|\le|m|$. Lean proves this inequality by cases on the signs (`abs_cases`) and states the bound without the factor $\tfrac12$.

```lean
/-- A bounded potential exists exactly when the total charge is zero. -/
theorem exists_bounded_iff (ρ : ℤ →₀ ℝ) :
    (∃ u, Solves ρ u ∧ ∃ C : ℝ, ∀ n, |u n| ≤ C) ↔ charge ρ = 0 := by
  constructor
  · rintro ⟨u, hu, C, hC⟩
    exact (outer_potential hu (Eventually.of_forall hC) (Eventually.of_forall hC)).1
  · intro hQ
    refine ⟨_, layerPotential_solves ρ, ∑ m ∈ ρ.support, |(m : ℝ)| * |ρ m|, fun n => ?_⟩
    -- neutrality allows `|n|` to be subtracted from every distance
    have hQ' : ∑ m ∈ ρ.support, ρ m = 0 := hQ
    have hs : layerPotential ρ n
        = -(1 / 2) * ∑ m ∈ ρ.support, (|(n : ℝ) - m| - |(n : ℝ)|) * ρ m := by
      simp only [sub_mul, Finset.sum_sub_distrib, ← Finset.mul_sum]
      rw [hQ', mul_zero, sub_zero, layerPotential]
    have hb : |∑ m ∈ ρ.support, (|(n : ℝ) - m| - |(n : ℝ)|) * ρ m|
        ≤ ∑ m ∈ ρ.support, |(m : ℝ)| * |ρ m| := by
      refine (Finset.abs_sum_le_sum_abs _ _).trans (Finset.sum_le_sum fun m _ => ?_)
      rw [abs_mul]
      refine mul_le_mul_of_nonneg_right ?_ (abs_nonneg _)
      rcases abs_cases ((n : ℝ) - m) with ⟨h1, h2⟩ | ⟨h1, h2⟩ <;>
      rcases abs_cases (n : ℝ) with ⟨h3, h4⟩ | ⟨h3, h4⟩ <;>
      rcases abs_cases (m : ℝ) with ⟨h5, h6⟩ | ⟨h5, h6⟩ <;>
      exact abs_le.2 ⟨by linarith, by linarith⟩
    rw [abs_le] at hb
    rw [hs, abs_le]
    constructor <;> linarith [hb.1, hb.2]
```

### (i) Prescribed values on the two sides

For given real $L$ and $R$, show that a solution with $u_n\to L$ as $n\to-\infty$ and $u_n\to R$ as $n\to+\infty$ exists if and only if
$$Q=0\quad\text{and}\quad R-L=P .$$

**Solution.** A solution with these limits is bounded by $|L|+|R|+1$ far out on both sides. By (g), $Q=0$, and the limits are $R=a+P/2$ and $L=a-P/2$, so $R-L=P$. Conversely, take $u_n=\varphi_n+(L+R)/2$. The added constant drops out of the Poisson equation. Outside the charges, $\varphi_n=\pm P/2=\pm(R-L)/2$, so $u_n$ equals $R$ on the right and $L$ on the left.

In the original units $P=\sum_n nh\,\sigma_n/\varepsilon_0$, the dipole moment per area divided by $\varepsilon_0$. In Lean the limits are `Tendsto u atBot (𝓝 L)` and `Tendsto u atTop (𝓝 R)`, and `tendsto_nhds_unique` identifies them with the outer constants.

```lean
/-- A potential with limits `L` on the far left and `R` on the far right exists exactly when the
total charge is zero and the step `R - L` equals the dipole moment. -/
theorem exists_limits_iff (ρ : ℤ →₀ ℝ) (L R : ℝ) :
    (∃ u, Solves ρ u ∧ Tendsto u atBot (𝓝 L) ∧ Tendsto u atTop (𝓝 R)) ↔
      charge ρ = 0 ∧ R - L = dipoleMoment ρ := by
  constructor
  · rintro ⟨u, hu, hL, hR⟩
    have bR : |R| < |L| + |R| + 1 := by linarith [abs_nonneg L]
    have bL : |L| < |L| + |R| + 1 := by linarith [abs_nonneg R]
    obtain ⟨hQ, a, h1, h2⟩ := outer_potential hu
      ((hR.abs.eventually_lt_const bR).mono fun _ h => le_of_lt h)
      ((hL.abs.eventually_lt_const bL).mono fun _ h => le_of_lt h)
    have e1 : R = a + dipoleMoment ρ / 2 :=
      tendsto_nhds_unique hR (tendsto_const_nhds.congr' (h1.mono fun _ h => h.symm))
    have e2 : L = a - dipoleMoment ρ / 2 :=
      tendsto_nhds_unique hL (tendsto_const_nhds.congr' (h2.mono fun _ h => h.symm))
    exact ⟨hQ, by linarith⟩
  · rintro ⟨hQ, hP⟩
    -- shift the sheet potential by the mean of the two limits
    refine ⟨fun n => layerPotential ρ n + (L + R) / 2, ?_, ?_, ?_⟩
    · intro n
      have h := layerPotential_solves ρ n
      show 2 * (layerPotential ρ n + (L + R) / 2) - (layerPotential ρ (n - 1) + (L + R) / 2)
        - (layerPotential ρ (n + 1) + (L + R) / 2) = ρ n
      linear_combination h
    · refine tendsto_const_nhds.congr' ?_
      filter_upwards [(eventually_all_finset ρ.support).2
        fun m _ => eventually_le_atBot m] with n hn
      rw [layerPotential_left hn, hQ, ← hP]
      ring
    · refine tendsto_const_nhds.congr' ?_
      filter_upwards [(eventually_all_finset ρ.support).2
        fun m _ => eventually_ge_atTop m] with n hn
      rw [layerPotential_right hn, hQ, ← hP]
      ring
```

### (j) Zero on both sides

Show that a solution tending to zero at both infinities exists if and only if $Q=0$ and $P=0$.

**Solution.** Set $L=R=0$ in (i); the second condition becomes $0=P$.

```lean
/-- A potential vanishing at both infinities exists exactly when total charge and dipole moment
are both zero. -/
theorem exists_vanishing_iff (ρ : ℤ →₀ ℝ) :
    (∃ u, Solves ρ u ∧ Tendsto u atBot (𝓝 0) ∧ Tendsto u atTop (𝓝 0)) ↔
      charge ρ = 0 ∧ dipoleMoment ρ = 0 :=
  (exists_limits_iff ρ 0 0).trans
    ⟨fun h => ⟨h.1, by linarith [h.2]⟩, fun h => ⟨h.1, by linarith [h.2]⟩⟩
```

### (k) Two opposite sheets

Put charge $q\ne0$ on plane $i$ and $-q$ on plane $j\ne i$. Show that a bounded solution exists, but none that tends to zero at both infinities.

**Solution.** The total charge is $Q=q-q=0$, so (h) gives a bounded solution. The dipole moment is $P=iq-jq=(i-j)q\ne0$, so (j) excludes a vanishing one. In Lean the charge is `Finsupp.single i q - Finsupp.single j q`, and `hQ` and `hP` compute its two moments.

In a finite cell, zero can still be imposed at both ends, but for these two sheets the vacuum then contains a uniform field.

```lean
/-- Two distinct planes with opposite nonzero charges have a bounded potential, but none that
vanishes at both infinities. -/
theorem dipole_layer {i j : ℤ} {q : ℝ} (hij : i ≠ j) (hq : q ≠ 0) :
    (∃ u, Solves (Finsupp.single i q - Finsupp.single j q) u ∧ ∃ C : ℝ, ∀ n, |u n| ≤ C) ∧
    ¬ ∃ u, Solves (Finsupp.single i q - Finsupp.single j q) u ∧
      Tendsto u atBot (𝓝 0) ∧ Tendsto u atTop (𝓝 0) := by
  have hQ : charge (Finsupp.single i q - Finsupp.single j q) = 0 := by
    unfold charge
    rw [Finsupp.sum_sub_index, Finsupp.sum_single_index, Finsupp.sum_single_index]
    all_goals simp
  have hP : dipoleMoment (Finsupp.single i q - Finsupp.single j q) = ((i : ℝ) - j) * q := by
    unfold dipoleMoment
    rw [Finsupp.sum_sub_index, Finsupp.sum_single_index, Finsupp.sum_single_index]
    · ring
    all_goals simp [mul_sub]
  refine ⟨(exists_bounded_iff _).2 hQ, fun h => ?_⟩
  have h0 := ((exists_vanishing_iff _).1 h).2
  rw [hP] at h0
  exact mul_ne_zero (sub_ne_zero.2 (Int.cast_injective.ne hij)) hq h0

end

end PlanarPoisson
```

```lean
#print axioms PlanarPoisson.dipole_layer
```

```
'PlanarPoisson.dipole_layer' depends on axioms: [propext, Classical.choice, Quot.sound]
```
